# The common tangent as a necessary condition for two-phase equilibrium with differentiable free energies

If I take the compositions of two coexisting alloy phases from the minima of their separate free-energy curves, I generally get the wrong answer. When the two minima differ in height, some redistribution of material at the same overall composition still lowers the total free energy. The textbook remedy is the common tangent: at equilibrium both curves have the same slope, and that slope is the one of the chord joining the two phase points. I know the picture, but I'd like to see the claim derived rigorously from minimisation of the free energy, and checked by machine. Can that be done, and does it extend beyond binary alloys?

## Least free energy at fixed mean composition forces one tangent

Yes to both, provided that an equilibrium with two distinct compositions exists and the free energies are differentiable there.

Let $g_1, g_2$ be the molar free energies of the two phases at fixed temperature and pressure. A fraction $f$ of the material is phase 1 at composition $x_1$, and the rest is phase 2 at $x_2$. The energy and the conserved mean are

$$G = f g_1(x_1) + (1-f) g_2(x_2), \qquad \bar x = f x_1 + (1-f) x_2 .$$

With $n \ge 2$ components, a composition is a vector of $n-1$ independent fractions. Write $\mu_1, \mu_2$ for the differentials of $g_1$ at $x_1$ and of $g_2$ at $x_2$; in a binary alloy they are multiplication by the slopes $m_1 = g_1'(x_1)$ and $m_2 = g_2'(x_2)$.

Move the split along a differentiable path that passes through the equilibrium at $t=0$, with $t$ taking both signs, and keeps $\bar x$ fixed. For small $t$ the fraction stays in $(0,1)$, the compositions stay in their open domain, and they stay distinct. The path therefore consists of allowed competitors, $G$ has a local minimum at $t=0$, and its derivative there vanishes. If $f, x_1, x_2$ change at rates $\varphi', a', b'$, then

$$\varphi'\,[g_1(x_1)-g_2(x_2)] + f\mu_1(a') + (1-f)\mu_2(b') = 0 .$$

Two paths are enough.

**Exchange at fixed $f$.** Shift $x_1$ by $(1-f)tv$ and $x_2$ by $-ftv$, for any direction $v$. The mean changes by $f(1-f)tv - (1-f)ftv = 0$. The variation gives $f(1-f)[\mu_1(v)-\mu_2(v)] = 0$, and since $0<f<1$, $\mu_1=\mu_2$.

**Transfer between phases.** Replace $f$ by $f+t$ and shift both compositions by $td$, with $d = x_2-x_1$. The new mean is

$$(f+t)(x_1+td)+(1-f-t)(x_2+td) = \bar x + t(x_1-x_2) + td = \bar x .$$

The variation is $g_1(x_1)-g_2(x_2)+f\mu_1(d)+(1-f)\mu_2(d)=0$. Because $\mu_1=\mu_2$, this becomes

$$g_1(x_1)-g_2(x_2)=\mu_1(x_1-x_2).$$

For a binary alloy, division by $x_1-x_2\neq0$ gives

$$m_1=m_2=\frac{g_1(x_1)-g_2(x_2)}{x_1-x_2}.$$

With $x$ the fraction of B, the chemical potentials are $g-xg'$ for A and $g+(1-x)g'$ for B. These are the heights of the tangent line at $x=0$ and $x=1$. The two phases share that line, so they share both potentials.

In the limiting case $f=0$, phase 1 is absent: $G=g_2(x_2)$ doesn't depend on $x_1$, and minimisation says nothing about that composition. This is why both fractions must be positive.

### How the Lean statements express the physics

The composition space `E` is any real normed space, and `U` is the open set of allowed compositions. `IsEquilibriumSplit` states that `f` lies strictly between 0 and 1, that `x₁` and `x₂` are distinct points of `U`, and that no other such split with the same mean has lower `splitEnergy`. `HasFDerivAt g₁ μ₁ x₁` says that `μ₁` is the differential at `x₁`; differentiability is needed only at the two equilibrium compositions.

`common_tangent_plane` is the result for any number of components. `common_tangent` is the binary case, with `U` equal to `Ioo 0 1`, the open interval $(0,1)$, and `chemical_potentials_eq` gives the equality of potentials.

The existence of an equilibrium split is assumed. The competitors are splits between these two phases only, so stability against a third phase is not addressed. Interfacial energy and coherency strain are absent from $G$.

For phase diagrams built from computed free energies, the binary theorem supplies two equations for the two unknown compositions, within this model of two bulk phases without interfaces. Their solutions are only candidates, as the last example in the file shows.

```lean
import Mathlib

open Set Filter Topology

namespace CommonTangent

noncomputable section

variable {E : Type*} [NormedAddCommGroup E] [NormedSpace ℝ E]

/-- Molar free energy of a two-phase mixture: a fraction `f` of phase 1 at composition `x₁`
and a fraction `1 - f` of phase 2 at composition `x₂`. -/
def splitEnergy (g₁ g₂ : E → ℝ) (f : ℝ) (x₁ x₂ : E) : ℝ :=
  f * g₁ x₁ + (1 - f) * g₂ x₂

/-- A two-phase split with distinct compositions in `U` that has the least free energy among
all such splits of the same mean composition. -/
structure IsEquilibriumSplit (U : Set E) (g₁ g₂ : E → ℝ) (f : ℝ) (x₁ x₂ : E) : Prop where
  frac_mem : f ∈ Ioo (0 : ℝ) 1
  left_mem : x₁ ∈ U
  right_mem : x₂ ∈ U
  distinct : x₁ ≠ x₂
  minimal : ∀ f' ∈ Ioo (0 : ℝ) 1, ∀ y₁ ∈ U, ∀ y₂ ∈ U, y₁ ≠ y₂ →
    f' • y₁ + (1 - f') • y₂ = f • x₁ + (1 - f) • x₂ →
    splitEnergy g₁ g₂ f x₁ x₂ ≤ splitEnergy g₁ g₂ f' y₁ y₂

/-- A composition displaced steadily along `v` at rate `c` has velocity `c • v` at parameter 0. -/
theorem hasDerivAt_shift (x v : E) (c : ℝ) :
    HasDerivAt (fun t : ℝ => x + (c * t) • v) (c • v) 0 :=
  ((((hasDerivAt_id' (0 : ℝ)).const_mul c).smul_const v).const_add x).congr_deriv (by simp)

/-- The first variation of the free energy vanishes at an equilibrium split, along every
differentiable path of phase fractions and compositions that conserves the mean composition. -/
theorem first_variation_eq_zero {U : Set E} (hU : IsOpen U) {g₁ g₂ : E → ℝ} {f : ℝ}
    {x₁ x₂ : E} (h : IsEquilibriumSplit U g₁ g₂ f x₁ x₂) {μ₁ μ₂ : E →L[ℝ] ℝ}
    (hg₁ : HasFDerivAt g₁ μ₁ x₁) (hg₂ : HasFDerivAt g₂ μ₂ x₂)
    {φ : ℝ → ℝ} {a b : ℝ → E} {φ' : ℝ} {a' b' : E}
    (hφ : HasDerivAt φ φ' 0) (ha : HasDerivAt a a' 0) (hb : HasDerivAt b b' 0)
    (hφ0 : φ 0 = f) (ha0 : a 0 = x₁) (hb0 : b 0 = x₂)
    (hmean : ∀ t, φ t • a t + (1 - φ t) • b t = f • x₁ + (1 - f) • x₂) :
    φ' * (g₁ x₁ - g₂ x₂) + f * μ₁ a' + (1 - f) * μ₂ b' = 0 := by
  -- Nearby points of the path are admissible competitors.
  have e1 : ∀ᶠ t in 𝓝 (0 : ℝ), φ t ∈ Ioo (0 : ℝ) 1 :=
    hφ.continuousAt.preimage_mem_nhds (by rw [hφ0]; exact isOpen_Ioo.mem_nhds h.frac_mem)
  have e2 : ∀ᶠ t in 𝓝 (0 : ℝ), a t ∈ U :=
    ha.continuousAt.preimage_mem_nhds (by rw [ha0]; exact hU.mem_nhds h.left_mem)
  have e3 : ∀ᶠ t in 𝓝 (0 : ℝ), b t ∈ U :=
    hb.continuousAt.preimage_mem_nhds (by rw [hb0]; exact hU.mem_nhds h.right_mem)
  have hc : ContinuousAt (fun t => a t - b t) 0 := ha.continuousAt.sub hb.continuousAt
  have e4 : ∀ᶠ t in 𝓝 (0 : ℝ), a t - b t ≠ 0 :=
    hc.eventually_ne (by rw [ha0, hb0]; exact sub_ne_zero.mpr h.distinct)
  have key : ∀ᶠ t in 𝓝 (0 : ℝ),
      splitEnergy g₁ g₂ (φ 0) (a 0) (b 0) ≤ splitEnergy g₁ g₂ (φ t) (a t) (b t) := by
    rw [hφ0, ha0, hb0]
    filter_upwards [e1, e2, e3, e4] with t h1 h2 h3 h4
    exact h.minimal _ h1 _ h2 _ h3 (sub_ne_zero.mp h4) (hmean t)
  have hmin : IsLocalMin (fun t => φ t * g₁ (a t) + (1 - φ t) * g₂ (b t)) 0 := key
  -- Differentiate the energy along the path.
  have hA : HasDerivAt (fun t => g₁ (a t)) (μ₁ a') 0 := by
    have h' : HasFDerivAt g₁ μ₁ (a 0) := by rw [ha0]; exact hg₁
    exact h'.comp_hasDerivAt 0 ha
  have hB : HasDerivAt (fun t => g₂ (b t)) (μ₂ b') 0 := by
    have h' : HasFDerivAt g₂ μ₂ (b 0) := by rw [hb0]; exact hg₂
    exact h'.comp_hasDerivAt 0 hb
  have hz := hmin.hasDerivAt_eq_zero
    ((hφ.fun_mul hA).fun_add ((hφ.const_sub 1).fun_mul hB))
  simp only [hφ0, ha0, hb0] at hz
  linear_combination hz

/-- Exchange of components between the phases at fixed phase fractions: at an equilibrium
split the two free energies have the same differential. -/
theorem differentials_eq {U : Set E} (hU : IsOpen U) {g₁ g₂ : E → ℝ} {f : ℝ}
    {x₁ x₂ : E} (h : IsEquilibriumSplit U g₁ g₂ f x₁ x₂) {μ₁ μ₂ : E →L[ℝ] ℝ}
    (hg₁ : HasFDerivAt g₁ μ₁ x₁) (hg₂ : HasFDerivAt g₂ μ₂ x₂) : μ₁ = μ₂ := by
  ext v
  have hv := first_variation_eq_zero hU h hg₁ hg₂ (hasDerivAt_const (0 : ℝ) f)
    (hasDerivAt_shift x₁ v (1 - f)) (hasDerivAt_shift x₂ v (-f))
    rfl (by simp) (by simp) (fun t => by module)
  simp only [map_smul, smul_eq_mul] at hv
  have hf : f * (1 - f) ≠ 0 :=
    mul_ne_zero h.frac_mem.1.ne' (sub_pos.mpr h.frac_mem.2).ne'
  apply mul_left_cancel₀ hf
  linear_combination hv

/-- Common tangent plane for any number of components: at an equilibrium split the free
energies have equal differentials, and these account for the free-energy difference. -/
theorem common_tangent_plane {U : Set E} (hU : IsOpen U) {g₁ g₂ : E → ℝ} {f : ℝ}
    {x₁ x₂ : E} (h : IsEquilibriumSplit U g₁ g₂ f x₁ x₂) {μ₁ μ₂ : E →L[ℝ] ℝ}
    (hg₁ : HasFDerivAt g₁ μ₁ x₁) (hg₂ : HasFDerivAt g₂ μ₂ x₂) :
    μ₁ = μ₂ ∧ g₁ x₁ - g₂ x₂ = μ₁ (x₁ - x₂) := by
  have hμ := differentials_eq hU h hg₁ hg₂
  refine ⟨hμ, ?_⟩
  -- Convert phase 2 into phase 1 and shift both compositions to conserve the mean.
  have hv := first_variation_eq_zero hU h hg₁ hg₂ ((hasDerivAt_id' (0 : ℝ)).const_add f)
    (hasDerivAt_shift x₁ (x₂ - x₁) 1) (hasDerivAt_shift x₂ (x₂ - x₁) 1)
    (by simp) (by simp) (by simp) (fun t => by module)
  rw [← hμ] at hv
  simp only [one_smul, map_sub] at hv ⊢
  linear_combination hv

/-- Common tangent construction for a binary alloy: at an equilibrium split both free-energy
curves have the slope of the chord joining the two phase points. -/
theorem common_tangent {g₁ g₂ : ℝ → ℝ} {f x₁ x₂ m₁ m₂ : ℝ}
    (h : IsEquilibriumSplit (Ioo 0 1) g₁ g₂ f x₁ x₂)
    (hg₁ : HasDerivAt g₁ m₁ x₁) (hg₂ : HasDerivAt g₂ m₂ x₂) :
    m₁ = m₂ ∧ m₂ = (g₁ x₁ - g₂ x₂) / (x₁ - x₂) := by
  obtain ⟨hμ, ht⟩ := common_tangent_plane isOpen_Ioo h hg₁.hasFDerivAt hg₂.hasFDerivAt
  have hm : m₁ = m₂ := by simpa using congrArg (fun L : ℝ →L[ℝ] ℝ => L 1) hμ
  refine ⟨hm, ?_⟩
  rw [eq_div_iff (sub_ne_zero.mpr h.distinct), ← hm]
  simp at ht
  linear_combination -ht

/-- Chemical potential of component A in a binary phase, `x` being the fraction of B. -/
def potentialA (g : ℝ → ℝ) (x : ℝ) : ℝ := g x - x * deriv g x

/-- Chemical potential of component B in a binary phase, `x` being the fraction of B. -/
def potentialB (g : ℝ → ℝ) (x : ℝ) : ℝ := g x + (1 - x) * deriv g x

/-- At an equilibrium split of a binary alloy each component has the same chemical potential
in both phases. -/
theorem chemical_potentials_eq {g₁ g₂ : ℝ → ℝ} {f x₁ x₂ : ℝ}
    (h : IsEquilibriumSplit (Ioo 0 1) g₁ g₂ f x₁ x₂)
    (hg₁ : DifferentiableAt ℝ g₁ x₁) (hg₂ : DifferentiableAt ℝ g₂ x₂) :
    potentialA g₁ x₁ = potentialA g₂ x₂ ∧ potentialB g₁ x₁ = potentialB g₂ x₂ := by
  obtain ⟨hm, hs⟩ := common_tangent h hg₁.hasDerivAt hg₂.hasDerivAt
  have ht := (eq_div_iff (sub_ne_zero.mpr h.distinct)).mp hs
  unfold potentialA potentialB
  constructor
  · linear_combination -ht - x₁ * hm
  · linear_combination -ht + (1 - x₁) * hm

/-- A double-well free energy with minima at compositions 1/4 and 3/4. -/
def doubleWell (x : ℝ) : ℝ := (x - 1 / 4) ^ 2 * (x - 3 / 4) ^ 2

/-- For the double well, equal amounts of phases at 1/4 and 3/4 form an equilibrium split. -/
theorem doubleWell_witness :
    IsEquilibriumSplit (Ioo 0 1) doubleWell doubleWell (1 / 2) (1 / 4) (3 / 4) := by
  refine ⟨by norm_num, by norm_num, by norm_num, by norm_num, ?_⟩
  intro f' hf y₁ _ y₂ _ _ _
  have h0 : splitEnergy doubleWell doubleWell (1 / 2) (1 / 4) (3 / 4) = 0 := by
    norm_num [splitEnergy, doubleWell]
  rw [h0]
  have hf1 : 0 ≤ f' := hf.1.le
  have hf2 : 0 ≤ 1 - f' := (sub_pos.mpr hf.2).le
  unfold splitEnergy doubleWell
  positivity

/-- A common tangent does not suffice: the inverted double well has equal heights and zero
slopes at 1/4 and 3/4, yet these compositions form an equilibrium split for no fraction. -/
theorem common_tangent_not_sufficient :
    HasDerivAt (fun x => -doubleWell x) 0 (1 / 4) ∧
    HasDerivAt (fun x => -doubleWell x) 0 (3 / 4) ∧
    -doubleWell (1 / 4) = -doubleWell (3 / 4) ∧
    ∀ f : ℝ, ¬ IsEquilibriumSplit (Ioo 0 1) (fun x => -doubleWell x)
      (fun x => -doubleWell x) f (1 / 4) (3 / 4) := by
  have hd (x : ℝ) := ((((hasDerivAt_id' x).sub_const (1 / 4)).fun_pow 2).fun_mul
    (((hasDerivAt_id' x).sub_const (3 / 4)).fun_pow 2)).fun_neg
  refine ⟨(hd (1 / 4)).congr_deriv (by norm_num), (hd (3 / 4)).congr_deriv (by norm_num),
    by norm_num [doubleWell], ?_⟩
  intro f h
  obtain ⟨h0, h1⟩ := h.frac_mem
  -- Moving both compositions inwards lowers the energy.
  have hlt := h.minimal f ⟨h0, h1⟩ (1 / 2 - f / 4) ⟨by linarith, by linarith⟩
    (3 / 4 - f / 4) ⟨by linarith, by linarith⟩ (fun e => by linarith)
    (by simp only [smul_eq_mul]; ring)
  have p1 : 0 < doubleWell (1 / 2 - f / 4) := by
    unfold doubleWell
    exact mul_pos (pow_pos (by linarith) 2) (sq_pos_of_neg (by linarith))
  have p2 : 0 < doubleWell (3 / 4 - f / 4) := by
    unfold doubleWell
    exact mul_pos (pow_pos (by linarith) 2) (sq_pos_of_neg (by linarith))
  have z1 : doubleWell (1 / 4) = 0 := by norm_num [doubleWell]
  have z2 : doubleWell (3 / 4) = 0 := by norm_num [doubleWell]
  simp only [splitEnergy, z1, z2] at hlt
  have q1 := mul_pos h0 p1
  have q2 := mul_pos (sub_pos.mpr h1) p2
  linarith

end

end CommonTangent
```

```lean
#print axioms CommonTangent.common_tangent
#print axioms CommonTangent.chemical_potentials_eq
#print axioms CommonTangent.common_tangent_not_sufficient
```

```
'CommonTangent.common_tangent' depends on axioms: [propext, Classical.choice, Quot.sound]
'CommonTangent.chemical_potentials_eq' depends on axioms: [propext, Classical.choice, Quot.sound]
'CommonTangent.common_tangent_not_sufficient' depends on axioms: [propext, Classical.choice, Quot.sound]
```

### How the proof follows the two variations

`hasDerivAt_shift` gives the velocity of a composition displaced at a steady rate. `first_variation_eq_zero` carries the main argument. Its facts `e1` to `e4` say that nearby points of the path are allowed competitors, and `filter_upwards` combines them with minimality into a local minimum. The product and chain rules then differentiate the energy, and `hmin.hasDerivAt_eq_zero` sets the derivative to zero.

`differentials_eq` inserts the exchange path. The tactic `module` verifies that the mean is conserved, and `mul_left_cancel₀` removes the factor $f(1-f)$. `common_tangent_plane` inserts the transfer path and uses the equality of differentials just obtained. `common_tangent` evaluates the differentials at 1 to recover the slopes, then divides by $x_1-x_2$. The chemical potentials follow by linear algebra.

The remaining theorems concern $W(x)=(x-\tfrac14)^2(x-\tfrac34)^2$. This polynomial is a mathematical illustration: it lacks the infinite slopes at $x=0$ and $x=1$ that the entropy of mixing gives a real solution phase. In `doubleWell_witness`, both phases have free energy $W$. The split with $f=\tfrac12$ at compositions $\tfrac14$ and $\tfrac34$ has energy zero, and no competitor has negative energy, so the definition of equilibrium is satisfied by an actual example.

`common_tangent_not_sufficient` uses $-W$, which has the same horizontal tangent at both points. For any $f$ in $(0,1)$, moving the compositions inwards to $\tfrac12-\tfrac f4$ and $\tfrac34-\tfrac f4$ keeps the mean and makes the energy negative. The tangent condition holds, yet these compositions are not an equilibrium split for any phase fraction.
